# Matrix form of the Bloch Hamiltonian for a two-site glide chain

The theorem `hamiltonian_eq` concerns a non-interacting chain with two sites per cell, real site energy e, real hopping amplitude t and real dimensionless Bloch wavenumber k. The glide is represented by the 2 × 2 matrix with exp(−ik) in the upper right, 1 in the lower left and zeros on the diagonal. The Bloch Hamiltonian is e times the identity plus t times the sum of the glide matrix and its conjugate transpose. The theorem says that this Hamiltonian has e in both diagonal entries, t(exp(−ik) + 1) in the upper right and t(1 + exp(ik)) in the lower left. The proof first shows that the complex conjugate of exp(−ik) is exp(ik), then compares the matrices entry by entry, leaving each of the four cases to `simp`.

An attempt in Lean 4 with a fault in it:

```lean
import Mathlib

open Matrix

namespace GlideBandSticking

noncomputable section

/-- The glide operation at Bloch wavenumber `k`, acting on the two sites of the cell. -/
def glide (k : ℝ) : Matrix (Fin 2) (Fin 2) ℂ :=
  !![0, Complex.exp (-(k * Complex.I)); 1, 0]

/-- The chain Hamiltonian with site energy `e` and hopping `t` along the glide and back. -/
def hamiltonian (e t k : ℝ) : Matrix (Fin 2) (Fin 2) ℂ :=
  (e : ℂ) • 1 + (t : ℂ) • (glide k + (glide k)ᴴ)

/-- The Hamiltonian written out as a matrix in the site basis. -/
theorem hamiltonian_eq (e t k : ℝ) :
    hamiltonian e t k = !![(e : ℂ), t * (Complex.exp (-(k * Complex.I)) + 1);
      t * (1 + Complex.exp (k * Complex.I)), (e : ℂ)] := by
  have hc : (starRingEnd ℂ) (Complex.exp (-(k * Complex.I))) =
      Complex.exp (k * Complex.I) := by
    rw [← Complex.exp_conj]
    simp
  ext i j
  fin_cases i <;> fin_cases j <;> simp [hamiltonian, glide, hc]

end

end GlideBandSticking
```

The error:

```
Main.lean:20:57: error: unsolved goals
case «0».«1»
e t k : ℝ
hc : (starRingEnd ℂ) (Complex.exp (-(↑k * Complex.I))) = Complex.exp (↑k * Complex.I)
⊢ ↑t * Complex.exp (-(↑k * Complex.I)) + ↑t = ↑t * (Complex.exp (-(↑k * Complex.I)) + 1)

case «1».«0»
e t k : ℝ
hc : (starRingEnd ℂ) (Complex.exp (-(↑k * Complex.I))) = Complex.exp (↑k * Complex.I)
⊢ ↑t + ↑t * Complex.exp (↑k * Complex.I) = ↑t * (1 + Complex.exp (↑k * Complex.I))
```

Fix (accepted with no message):

```diff
@@ -24,5 +24,5 @@
     simp
   ext i j
-  fin_cases i <;> fin_cases j <;> simp [hamiltonian, glide, hc]
+  fin_cases i <;> fin_cases j <;> simp [hamiltonian, glide, hc] <;> ring
 
 end
```

Lean reports two unsolved goals, one for each off-diagonal entry; `simp` has closed the diagonal ones. In both, the matrices have been unfolded, and in the lower-left entry, the only one where the conjugate of the phase appears, `hc` has turned it into exp(ik). Only elementary algebra is left. On the left-hand side t has been multiplied through the sum, giving t exp(−ik) + t in one goal and t + t exp(ik) in the other. On the right-hand side t still stands outside the brackets, as in the theorem's statement. The two sides are equal by distributivity, but this call to `simp` does not expand the product on the right, so it never brings them to the same form.

The repair adds `<;> ring`, which runs `ring` on every goal that `simp` leaves open. `ring` proves identities in commutative rings, such as the complex numbers, and here it needs only distributivity, with no further property of the exponential. The diagonal cases are unaffected, since they leave no goal for `ring` to act on.
